# Curvature of the closed-shell pair function at zero separation, for C² orbitals on the line

Q: If I take the curvature of a pair function by finite differences, I need the orbitals at displaced points, and a small step subtracts nearly equal numbers. A local formula needs neither displaced points nor a step when the orbital derivatives are known analytically, but a wrong factor in it goes straight into any correlation energy built on it. What is the formula, and for which system?

A: For finitely many real, doubly occupied C² orbitals f_i on the line. Define

g(x,y) = 2 ∑ f_i(x) f_i(y),  n(x) = g(x,x),  t = 2 ∑ f_i'²

P(s) = n(R+s/2) n(R−s/2) − g(R+s/2, R−s/2)²/2

Here R is the centre of the pair and s its separation. Then, with everything on the right taken at R,

P''(0) = n n''/4 − n'²/2 + n t.

In Lean, `ι` labels the orbitals, and g, n, t and P are `densityMatrix`, `density`, `kinetic` and `pairDensity`.

```lean
import Mathlib

open Finset

namespace ColleSalvettiCurvature

noncomputable section

variable {ι : Type*} [Fintype ι]

/-- The spin-summed one-particle density matrix of doubly occupied real orbitals. -/
def densityMatrix (f : ι → ℝ → ℝ) (x y : ℝ) : ℝ := 2 * ∑ i, f i x * f i y

/-- The electron density, the diagonal of the density matrix. -/
def density (f : ι → ℝ → ℝ) (x : ℝ) : ℝ := densityMatrix f x x

/-- The sum of squared orbital gradients, counted twice for spin. -/
def kinetic (f : ι → ℝ → ℝ) (x : ℝ) : ℝ := 2 * ∑ i, (deriv (f i) x) ^ 2

/-- The closed-shell pair function at centre `R` and separation `s`: the product of the
densities minus half the squared density matrix. -/
def pairDensity (f : ι → ℝ → ℝ) (R s : ℝ) : ℝ :=
  density f (R + s / 2) * density f (R - s / 2)
    - densityMatrix f (R + s / 2) (R - s / 2) ^ 2 / 2
```

Q: Is that P the physical pair density?

A: For orthonormal orbitals it is that of a closed-shell determinant, counting ordered pairs; if you count each pair once, halve P and its curvature. The ½ before g² is there because exchange acts only between parallel spins. Orthonormality is not assumed, since the identity doesn't need it. The C² hypothesis does restrict the physics: it excludes orbitals with cusps.

Q: Show me the derivation, starting with one function.

A: For a C² function u, the product rule gives

d/ds [u(R+s/2) u(R−s/2)] = [u'(R+s/2) u(R−s/2) − u(R+s/2) u'(R−s/2)]/2.

This is `splitSlope`, and it vanishes at s = 0. Differentiating again at s = 0 gives

½ [½u''u − ½u'² − ½u'² + ½u u''] = (u u'' − u'²)/2.

`hasDerivAt_of_C2` supplies the derivatives of u. In `split_product`, `hp` and `hm` are the chain rule at the two displaced points.

```lean
/-- The expression `(u'(R+s/2) u(R-s/2) - u(R+s/2) u'(R-s/2)) / 2`. -/
def splitSlope (u : ℝ → ℝ) (R s : ℝ) : ℝ :=
  (deriv u (R + s / 2) * u (R - s / 2) - u (R + s / 2) * deriv u (R - s / 2)) / 2

/-- A twice continuously differentiable function has a first and a second derivative
at every point. -/
theorem hasDerivAt_of_C2 {u : ℝ → ℝ} (hu : ContDiff ℝ 2 u) :
    (∀ x, HasDerivAt u (deriv u x) x) ∧
      ∀ x, HasDerivAt (deriv u) (deriv (deriv u) x) x := by
  have h : ContDiff ℝ (1 + 1) u := by
    rw [one_add_one_eq_two]
    exact hu
  have h' := contDiff_succ_iff_deriv.1 h
  have h2 : Differentiable ℝ (deriv u) := h'.2.2.differentiable (by norm_num)
  exact ⟨fun x => (h'.1 x).hasDerivAt, fun x => (h2 x).hasDerivAt⟩

/-- The product `u(R+s/2) u(R-s/2)` has slope `splitSlope u R s` in the separation `s`, and
its second derivative at `s = 0` is `(u u'' - u'^2) / 2`. -/
theorem split_product {u : ℝ → ℝ} (hu : ContDiff ℝ 2 u) (R : ℝ) :
    (∀ s, HasDerivAt (fun s => u (R + s / 2) * u (R - s / 2)) (splitSlope u R s) s) ∧
      HasDerivAt (splitSlope u R) ((u R * deriv (deriv u) R - (deriv u R) ^ 2) / 2) 0 := by
  obtain ⟨d1, d2⟩ := hasDerivAt_of_C2 hu
  -- chain rule for the two displaced points
  have hp : ∀ v v' : ℝ → ℝ, (∀ x, HasDerivAt v (v' x) x) → ∀ s : ℝ,
      HasDerivAt (fun s => v (R + s / 2)) (v' (R + s / 2) / 2) s := by
    intro v v' hv s
    have hl : HasDerivAt (fun s : ℝ => R + s / 2) (1 / 2) s :=
      ((hasDerivAt_id' s).div_const 2).const_add R
    have h := (hv (R + s / 2)).comp s hl
    exact h.congr_deriv (by ring)
  have hm : ∀ v v' : ℝ → ℝ, (∀ x, HasDerivAt v (v' x) x) → ∀ s : ℝ,
      HasDerivAt (fun s => v (R - s / 2)) (-(v' (R - s / 2) / 2)) s := by
    intro v v' hv s
    have hl : HasDerivAt (fun s : ℝ => R - s / 2) (-(1 / 2)) s :=
      ((hasDerivAt_id' s).div_const 2).const_sub R
    have h := (hv (R - s / 2)).comp s hl
    exact h.congr_deriv (by ring)
  constructor
  · intro s
    have h := (hp u _ d1 s).fun_mul (hm u _ d1 s)
    exact h.congr_deriv (by unfold splitSlope; ring)
  · have h := (((hp _ _ d2 0).fun_mul (hm _ _ d1 0)).fun_sub
      ((hp _ _ d1 0).fun_mul (hm _ _ d2 0))).div_const 2
    refine h.congr_deriv ?_
    simp only [zero_div, add_zero, sub_zero]
    ring
```

Q: And the density matrix?

A: First differentiate the density:

n' = 4 ∑ f_i f_i',  n'' = 4 ∑ (f_i'² + f_i f_i'').

Write G(s) = g(R+s/2, R−s/2). Summing the one-function result over the orbitals gives

G''(0) = ∑ (f_i f_i'' − f_i'²) = n''/4 − t.

The next two theorems are these two steps, differentiating the sums term by term.

```lean
/-- The density of C2 orbitals is C2, with `n' = 4 ∑ f f'` and
`n'' = 4 ∑ (f'^2 + f f'')`. -/
theorem density_derivatives {f : ι → ℝ → ℝ} (hf : ∀ i, ContDiff ℝ 2 (f i)) :
    ContDiff ℝ 2 (density f) ∧
      (∀ x, deriv (density f) x = 4 * ∑ i, f i x * deriv (f i) x) ∧
      ∀ x, deriv (deriv (density f)) x =
        4 * ∑ i, ((deriv (f i) x) ^ 2 + f i x * deriv (deriv (f i)) x) := by
  have h1 : ∀ x, deriv (density f) x = 4 * ∑ i, f i x * deriv (f i) x := by
    intro x
    have h : HasDerivAt (density f) _ x :=
      (HasDerivAt.fun_sum (u := Finset.univ) fun i _ =>
        ((hasDerivAt_of_C2 (hf i)).1 x).fun_mul ((hasDerivAt_of_C2 (hf i)).1 x)).const_mul
          (2 : ℝ)
    rw [h.deriv, Finset.mul_sum, Finset.mul_sum]
    exact Finset.sum_congr rfl fun i _ => by ring
  refine ⟨?_, h1, ?_⟩
  · exact contDiff_const.mul (ContDiff.sum fun i _ => (hf i).mul (hf i))
  · intro x
    have h := (HasDerivAt.fun_sum (u := Finset.univ) fun i _ =>
      ((hasDerivAt_of_C2 (hf i)).1 x).fun_mul ((hasDerivAt_of_C2 (hf i)).2 x)).const_mul
        (4 : ℝ)
    rw [funext h1, h.deriv]
    congr 1
    exact Finset.sum_congr rfl fun i _ => by ring

/-- Along the separation `s` the density matrix has slope `2 ∑ splitSlope (f i) R s`, and its
second derivative at `s = 0` is `n''/4 - t`. -/
theorem densityMatrix_curvature {f : ι → ℝ → ℝ} (hf : ∀ i, ContDiff ℝ 2 (f i)) (R : ℝ) :
    (∀ s, HasDerivAt (fun s => densityMatrix f (R + s / 2) (R - s / 2))
        (2 * ∑ i, splitSlope (f i) R s) s) ∧
      HasDerivAt (fun s => 2 * ∑ i, splitSlope (f i) R s)
        (deriv (deriv (density f)) R / 4 - kinetic f R) 0 := by
  constructor
  · intro s
    exact (HasDerivAt.fun_sum (u := Finset.univ) fun i _ =>
      (split_product (hf i) R).1 s).const_mul (2 : ℝ)
  · have h := (HasDerivAt.fun_sum (u := Finset.univ) fun i _ =>
      (split_product (hf i) R).2).const_mul (2 : ℝ)
    refine h.congr_deriv ?_
    rw [(density_derivatives hf).2.2 R, kinetic]
    simp only [← Finset.sum_div, Finset.sum_sub_distrib, Finset.sum_add_distrib]
    ring
```

Q: Now combine them. Could Lean's `deriv` be hiding a missing derivative?

A: No. `pairDensity_slope` establishes the first derivative at every s, and the main theorem uses `HasDerivAt` for the second. By hand, apply the one-function result to n and subtract the second derivative of G²/2:

P''(0) = (n n'' − n'²)/2 − G'(0)² − G(0) G''(0).

Since G'(0) = 0 and G(0) = n, this is

(n n'' − n'²)/2 − n(n''/4 − t) = n n''/4 − n'²/2 + n t.

`pairDensity_onTop` also records P(0) = n²/2 and P'(0) = 0. In `colleSalvetti_curvature`, `hz` removes the slope terms and `ring` does the last line.

```lean
/-- The slope of the pair density at any separation `s`. -/
theorem pairDensity_slope {f : ι → ℝ → ℝ} (hf : ∀ i, ContDiff ℝ 2 (f i)) (R s : ℝ) :
    HasDerivAt (pairDensity f R)
      (splitSlope (density f) R s
        - densityMatrix f (R + s / 2) (R - s / 2) * (2 * ∑ i, splitSlope (f i) R s)) s := by
  have h := ((split_product (density_derivatives hf).1 R).1 s).fun_sub
    ((((densityMatrix_curvature hf R).1 s).fun_pow 2).div_const 2)
  refine h.congr_deriv ?_
  simp only [Nat.cast_ofNat, Nat.reduceSub, pow_one]
  ring

/-- At zero separation the pair density equals `n^2/2` and its slope vanishes. -/
theorem pairDensity_onTop {f : ι → ℝ → ℝ} (hf : ∀ i, ContDiff ℝ 2 (f i)) (R : ℝ) :
    pairDensity f R 0 = density f R ^ 2 / 2 ∧ HasDerivAt (pairDensity f R) 0 0 := by
  have hz : ∀ u : ℝ → ℝ, splitSlope u R 0 = 0 := by
    intro u
    simp only [splitSlope, zero_div, add_zero, sub_zero]
    ring
  constructor
  · simp only [pairDensity, zero_div, add_zero, sub_zero,
      show densityMatrix f R R = density f R from rfl]
    ring
  · refine (pairDensity_slope hf R 0).congr_deriv ?_
    simp only [hz, Finset.sum_const_zero, mul_zero, sub_zero]

/-- The second derivative of the pair density in the separation, at `s = 0`, is `n n''/4 - n'^2/2 +
n t`. -/
theorem colleSalvetti_curvature {f : ι → ℝ → ℝ} (hf : ∀ i, ContDiff ℝ 2 (f i)) (R : ℝ) :
    HasDerivAt (deriv (pairDensity f R))
      (density f R * deriv (deriv (density f)) R / 4 - (deriv (density f) R) ^ 2 / 2
        + density f R * kinetic f R) 0 := by
  have hz : ∀ u : ℝ → ℝ, splitSlope u R 0 = 0 := by
    intro u
    simp only [splitSlope, zero_div, add_zero, sub_zero]
    ring
  rw [funext fun s => (pairDensity_slope hf R s).deriv]
  have h := (split_product (density_derivatives hf).1 R).2.fun_sub
    (((densityMatrix_curvature hf R).1 0).fun_mul (densityMatrix_curvature hf R).2)
  refine h.congr_deriv ?_
  -- the slope of the density matrix drops out at coincidence
  simp only [hz, Finset.sum_const_zero, mul_zero, zero_div, add_zero, sub_zero, zero_add,
    show densityMatrix f R R = density f R from rfl]
  ring
```

Q: Can the density alone say anything about the curvature?

A: It gives a lower bound. By Cauchy–Schwarz,

n'² = 16 (∑ f_i f_i')² ≤ 16 (∑ f_i²)(∑ f_i'²) = 4 n t,

which is the von Weizsäcker inequality. Inserting n t ≥ n'²/4 gives

P''(0) ≥ (n n'' − n'²)/4.

A single orbital has one term in each sum, so equality holds.

```lean
/-- The von Weizsäcker inequality in one dimension: `n'^2 ≤ 4 n t`. -/
theorem weizsacker_bound {f : ι → ℝ → ℝ} (hf : ∀ i, ContDiff ℝ 2 (f i)) (R : ℝ) :
    (deriv (density f) R) ^ 2 ≤ 4 * density f R * kinetic f R := by
  have h := Finset.sum_mul_sq_le_sq_mul_sq Finset.univ
    (fun i => f i R) (fun i => deriv (f i) R)
  have e : density f R = 2 * ∑ i, (f i R) ^ 2 := by
    simp only [density, densityMatrix, sq]
  rw [(density_derivatives hf).2.1 R, e, kinetic]
  linarith

/-- The curvature of the pair density at `s = 0` is at least `(n n'' - n'^2)/4`. -/
theorem curvature_lower_bound {f : ι → ℝ → ℝ} (hf : ∀ i, ContDiff ℝ 2 (f i)) (R : ℝ) :
    (density f R * deriv (deriv (density f)) R - (deriv (density f) R) ^ 2) / 4
      ≤ deriv (deriv (pairDensity f R)) 0 := by
  rw [(colleSalvetti_curvature hf R).deriv]
  linarith [weizsacker_bound hf R]

/-- For a single doubly occupied orbital the curvature at `s = 0` equals
`(n n'' - n'^2)/4`. -/
theorem curvature_single_orbital {f : Fin 1 → ℝ → ℝ} (hf : ∀ i, ContDiff ℝ 2 (f i))
    (R : ℝ) :
    deriv (deriv (pairDensity f R)) 0 =
      (density f R * deriv (deriv (density f)) R - (deriv (density f) R) ^ 2) / 4 := by
  -- one orbital saturates the von Weizsäcker inequality
  have h : (deriv (density f) R) ^ 2 = 4 * density f R * kinetic f R := by
    rw [(density_derivatives hf).2.1 R]
    simp only [density, densityMatrix, kinetic, Fintype.sum_unique]
    ring
  rw [(colleSalvetti_curvature hf R).deriv]
  linarith

end

end ColleSalvettiCurvature
```

```lean
#print axioms ColleSalvettiCurvature.pairDensity_onTop
-- 'ColleSalvettiCurvature.pairDensity_onTop' depends on axioms: [propext, Classical.choice, Quot.sound]
#print axioms ColleSalvettiCurvature.curvature_lower_bound
-- 'ColleSalvettiCurvature.curvature_lower_bound' depends on axioms: [propext, Classical.choice, Quot.sound]
#print axioms ColleSalvettiCurvature.curvature_single_orbital
-- 'ColleSalvettiCurvature.curvature_single_orbital' depends on axioms: [propext, Classical.choice, Quot.sound]
```

Q: Give me numbers.

A: Take f_1 = 1 and f_2 = x near R = 1. Then n = n' = n'' = 4 and t = 2, so the formula gives 4 − 8 + 8 = 4. Directly,

P(s) = (16 + s⁴/4) − (4 − s²/2)²/2 = 8 + 2s² + s⁴/8,

whose second derivative at zero is also 4. The density-only bound is 0.

Q: Where would this enter a real calculation?

A: In the Colle–Salvetti correlation energy, which uses the three-dimensional analogue, a Laplacian in the separation. The LYP construction then replaces the kinetic density by a gradient expansion in n. What is proved here is the one-dimensional curvature for a closed-shell determinant, not either energy functional. In code, check the kinetic array: if it stores τ = ∑ f_i'², with the usual ½ included, pass t = 2τ. Passing τ itself in the example would return 0 instead of 4.
